# Ring isomers with and without reflections: a closed form for 2B − N

When a flat ring is bound by one face to a metal atom on its axis, it can turn about that axis but cannot be turned over. Two arrangements of substituents that are mirror images of each other may then be different molecules, a pair of enantiomers. Let the ring have $n$ equivalent sites, each carrying one of $k$ types of achiral substituent, and let the rest of the molecule have a mirror plane containing the axis. Counting the isomers of all compositions together, let $N$ be their number when enantiomers are counted separately, and $B$ the number when each such pair is counted once. The two numbers are related by

$$2B-N=\begin{cases}k^{(n+1)/2}, & n\ \text{odd},\\[2pt] \tfrac12(k+1)\,k^{n/2}, & n\ \text{even}.\end{cases}$$

An achiral isomer adds one to both $N$ and $B$, while an enantiomeric pair adds two to $N$ and one to $B$. The difference $2B-N$ can therefore be read as the number of achiral isomers. That reading is an informal gloss; the theorem concerns the two counts themselves.

In a finite non-interacting tight-binding ring with equal hoppings and $k$ possible site energies, arrangements related by a rotation or reflection have the same spectrum, so at most $B$ diagonalisations cover all of them.

```lean
import Mathlib

open Finset

namespace RingIsomers
```

## Substituent patterns and the motions of the ring

Number the sites by the integers modulo $n$, so that site $n$ is site $0$ again. A pattern is a function $c$ giving the substituent type $c(i)$ at each site $i$. In Lean the sites are `ZMod n` and the types are `Fin k`. The word "colouring" stands for such a pattern.

```lean
/-- A ring of `n` sites, each carrying one of `k` substituent types. -/
abbrev Colouring (n k : ℕ) := ZMod n → Fin k
```

A rotation by $a$ steps carries the substituent at site $i-a$ to site $i$:

$$(a\cdot c)(i)=c(i-a).$$

Rotation by $b$ followed by rotation by $a$ gives $c(i-a-b)$, which is rotation by $a+b$. Lean's group actions use multiplicative notation, so the additive group of steps appears as `Multiplicative (ZMod n)`.

```lean
/-- Rotations move the substituents around the ring. -/
instance rotationAction (n k : ℕ) :
    MulAction (Multiplicative (ZMod n)) (Colouring n k) where
  smul a c := fun i => c (i - a.toAdd)
  one_smul c := funext fun i => congrArg c (sub_zero i)
  mul_smul a b c := funext fun i => congrArg c (by
    change i - (a.toAdd + b.toAdd) = i - a.toAdd - b.toAdd
    ring)
```

A reflection reverses the order of the sites. With $a$ running over the integers modulo $n$, the $n$ reflections are $i\mapsto -i-a$. In Lean's dihedral group, `r a` is a rotation and `sr a` a reflection.

```lean
/-- The effect of a rotation or a reflection of the ring on a colouring. -/
def dihAct {n k : ℕ} : DihedralGroup n → Colouring n k → Colouring n k
  | .r a, c, i => c (i - a)
  | .sr a, c, i => c (-i - a)
```

These motions compose as the dihedral group requires. For example, reflection $b$ followed by reflection $a$ gives

$$c\bigl(-(-i-a)-b\bigr)=c\bigl(i-(b-a)\bigr),$$

a rotation by $b-a$. The proof treats the four combinations of rotation and reflection separately, and `ring` checks the site arithmetic in each.

```lean
/-- Rotations and reflections together act on the colourings. -/
instance dihedralAction (n k : ℕ) : MulAction (DihedralGroup n) (Colouring n k) where
  smul := dihAct
  one_smul c := by
    change dihAct 1 c = c
    funext i
    rw [DihedralGroup.one_def]
    exact congrArg c (sub_zero i)
  mul_smul g h c := by
    change dihAct (g * h) c = dihAct g (dihAct h c)
    rcases g with a | a <;> rcases h with b | b <;> funext i <;>
      simp only [DihedralGroup.r_mul_r, DihedralGroup.r_mul_sr, DihedralGroup.sr_mul_r,
        DihedralGroup.sr_mul_sr, dihAct] <;>
      exact congrArg c (by ring)
```

## The two isomer counts

Two patterns describe the same isomer if an allowed motion carries one to the other. With rotations alone, the classes form `RotClass n k`, and $N$ is `Nat.card (RotClass n k)`.

```lean
/-- Colourings modulo rotations. -/
abbrev RotClass (n k : ℕ) :=
  Quotient (MulAction.orbitRel (Multiplicative (ZMod n)) (Colouring n k))
```

With reflections allowed as well, the classes form `DihClass n k`, and $B$ is its cardinality.

```lean
/-- Colourings modulo rotations and reflections. -/
abbrev DihClass (n k : ℕ) :=
  Quotient (MulAction.orbitRel (DihedralGroup n) (Colouring n k))
```

The step from these classes to molecules is an assumption about chemistry: the flat ring turns freely about its axis, its $n$ sites are equivalent apart from their substituents, the rest of the molecule has a mirror plane containing that axis, and each substituent is characterised by its type alone. Puckered rings, substituents that are themselves chiral, and a choice of face at each site are not covered by this model.

## Patterns unchanged by a reflection

For the reflection labelled $a$, let $f_a$ be the number of sites that it leaves in place, the solutions of $-x-a=x$. This is `onAxis a`.

```lean
/-- The number of sites fixed by the reflection `i ↦ -i - a`. -/
noncomputable def onAxis {n : ℕ} (a : ZMod n) : ℕ := Nat.card {x : ZMod n // -x - a = x}
```

Let $s_a$ be the number of patterns that the same reflection leaves unchanged, those with $c(-i-a)=c(i)$ for every $i$. This is `symCount n k a`.

```lean
/-- The number of colourings symmetric under the reflection `i ↦ -i - a`. -/
noncomputable def symCount (n k : ℕ) (a : ZMod n) : ℕ :=
  Nat.card {c : Colouring n k // ∀ i, c (-i - a) = c i}
```

To find $s_a$, consider any finite set $X$ of sites and any map $\sigma$ that is its own inverse. The sites fall into classes $\{x,\sigma x\}$; let $m$ be their number. Give each site the weight $1$, plus another $1$ if $\sigma$ fixes it. A class with one fixed site has weight $1+1=2$, and a class of two exchanged sites also has weight $1+1=2$. Summing over all classes gives

$$|X|+|\{x:\sigma x=x\}|=2m.$$

A pattern is unchanged by $\sigma$ exactly when it is constant on each class. One type is then chosen freely for each of the $m$ classes, which gives $k^m$ patterns.

In the proof, `key` is the weight of one class, and `sum_fiberwise` splits the sum over sites into a sum over classes. The equivalence `e` at the end matches symmetric patterns with free choices on the classes.

```lean
/-- For an involution of a finite set of sites, the sites and the fixed sites together
number `2 m`, and `k ^ m` colourings with `k` types are symmetric. -/
theorem card_symmetric {X : Type*} [Finite X] (σ : X → X) (hσ : Function.Involutive σ)
    (k : ℕ) : ∃ m, Nat.card X + Nat.card {x // σ x = x} = 2 * m ∧
      Nat.card {c : X → Fin k // ∀ x, c (σ x) = c x} = k ^ m := by
  classical
  have := Fintype.ofFinite X
  let s : Setoid X :=
    { r := fun x y => x = y ∨ x = σ y
      iseqv := ⟨fun _ => Or.inl rfl, by
        rintro x y (rfl | rfl)
        · exact Or.inl rfl
        · exact Or.inr (hσ y).symm, by
        rintro x y z (rfl | rfl) (rfl | rfl)
        · exact Or.inl rfl
        · exact Or.inr rfl
        · exact Or.inr rfl
        · exact Or.inl (hσ z)⟩ }
  have := Fintype.ofFinite (Quotient s)
  refine ⟨Nat.card (Quotient s), ?_, ?_⟩
  · simp only [Nat.card_eq_fintype_card, Fintype.card_subtype]
    -- each class has one fixed site or two exchanged sites
    have key : ∀ q, ∑ x with Quotient.mk s x = q, (1 + if σ x = x then 1 else 0) = 2 := by
      intro q
      obtain ⟨x, rfl⟩ := Quotient.mk_surjective q
      have hs : univ.filter (fun z => Quotient.mk s z = Quotient.mk s x) = {x, σ x} := by
        ext z
        rw [mem_filter, mem_insert, mem_singleton]
        exact ⟨fun h => Quotient.exact h.2, fun h => ⟨mem_univ z, Quotient.sound h⟩⟩
      rw [hs]
      by_cases hx : σ x = x
      · simp [hx]
      · rw [sum_pair (Ne.symm hx)]
        simp [hx, hσ x, Ne.symm hx]
    calc _ = ∑ x, (1 + if σ x = x then 1 else 0) := by simp [sum_add_distrib]
      _ = ∑ q, ∑ x with Quotient.mk s x = q, (1 + if σ x = x then 1 else 0) :=
        (sum_fiberwise _ _ _).symm
      _ = _ := by
        rw [sum_congr rfl fun q _ => key q]
        simp [mul_comm]
  · -- a symmetric colouring is a free colouring of the classes
    let e : {c : X → Fin k // ∀ x, c (σ x) = c x} ≃ (Quotient s → Fin k) :=
      { toFun := fun c => Quotient.lift c.1 (by
          intro x y hxy
          rcases (hxy : x = y ∨ x = σ y) with rfl | rfl
          · rfl
          · exact c.2 y)
        invFun := fun g => ⟨fun x => g (Quotient.mk s x), fun x =>
          congrArg g (Quotient.sound (Or.inr rfl : σ x = x ∨ σ x = σ x))⟩
        left_inv := fun _ => rfl
        right_inv := fun g => funext fun q => Quotient.inductionOn q fun _ => rfl }
    rw [Nat.card_congr e, Nat.card_fun, Nat.card_fin]
```

## Counting orbits for both groups

For a finite group $G$ acting on the patterns, count the pairs $(g,c)$ with $g\cdot c=c$. A pattern whose orbit has $q$ members is fixed by $|G|/q$ group elements, so each orbit contributes $q\cdot|G|/q=|G|$ pairs. Hence

$$\sum_{g\in G}|\{c:g\cdot c=c\}|=|G|\times(\text{number of orbits}).$$

Let $R$ be the sum of the fixed-pattern counts over the $n$ rotations, and let $F=\sum_a s_a$ be the sum over the $n$ reflections. The rotation group has $n$ elements and the dihedral group $2n$, so

$$R=nN,\qquad R+F=2nB,\qquad\text{and therefore}\qquad 2nB=nN+F.$$

Mathlib supplies the orbit-counting identity, used as `hr` for rotations and `hd` for the dihedral group. The equivalence `e` splits the dihedral sum into its two halves. Then `h1` identifies the first half with $R$, and `h2` identifies the terms of the second with $s_a$.

```lean
/-- Orbit counting for `n ≥ 1`: the two isomer counts are linked by the colourings
symmetric under a reflection, summed over all reflections. -/
theorem orbit_count (n k : ℕ) [NeZero n] :
    2 * n * Nat.card (DihClass n k) =
      n * Nat.card (RotClass n k) + ∑ a, symCount n k a := by
  classical
  have : Fintype (RotClass n k) := Fintype.ofFinite _
  have : Fintype (DihClass n k) := Fintype.ofFinite _
  have hr := MulAction.sum_card_fixedBy_eq_card_orbits_mul_card_group
    (Multiplicative (ZMod n)) (Colouring n k)
  have hd := MulAction.sum_card_fixedBy_eq_card_orbits_mul_card_group
    (DihedralGroup n) (Colouring n k)
  simp only [← Nat.card_eq_fintype_card] at hr hd
  rw [Nat.card_congr Multiplicative.toAdd, Nat.card_zmod] at hr
  let e : ZMod n ⊕ ZMod n ≃ DihedralGroup n :=
    { toFun := Sum.elim .r .sr
      invFun := fun g => match g with
        | .r a => Sum.inl a
        | .sr a => Sum.inr a
      left_inv := by rintro (a | a) <;> rfl
      right_inv := by rintro (a | a) <;> rfl }
  rw [DihedralGroup.nat_card, ← e.sum_comp, Fintype.sum_sum_type] at hd
  have h1 : ∑ a : Multiplicative (ZMod n),
      Nat.card (MulAction.fixedBy (Colouring n k) a) =
      ∑ a : ZMod n, Nat.card (MulAction.fixedBy (Colouring n k) (e (Sum.inl a))) :=
    Fintype.sum_equiv Multiplicative.toAdd _ _ fun _ => rfl
  have h2 : ∀ a : ZMod n, Nat.card (MulAction.fixedBy (Colouring n k) (e (Sum.inr a))) =
      symCount n k a := fun a => Nat.card_congr (Equiv.subtypeEquivRight fun c =>
        ⟨fun h i => congrFun h i, fun h => funext h⟩)
  rw [← h1, hr, sum_congr rfl fun a _ => h2 a] at hd
  linarith
```

## How many sites a reflection fixes

Suppose that $x$ and $y$ are both fixed by reflection $a$. Subtracting $-x-a=x$ from $-y-a=y$ gives

$$-(y-x)=y-x,\qquad\text{so}\qquad 2(y-x)=0\pmod n.$$

Take the representative $d$ of $y-x$ with $0\le d<n$. Then $2d$ is $0$ or $n$, so $y=x$ or, for even $n$ only, $y=x+n/2$, the opposite site. Thus $f_a\le 2$.

The involution count with $\sigma(i)=-i-a$ adds

$$n+f_a=2m,\qquad s_a=k^m.$$

In Lean, the bound follows by placing all fixed sites in a set of at most two elements. The second part applies `card_symmetric`.

```lean
/-- A reflection of a ring of `n ≥ 1` sites fixes at most two sites; these and the `n`
sites together number `2 m`, and `k ^ m` colourings are symmetric. -/
theorem symCount_eq {n : ℕ} (k : ℕ) [NeZero n] (a : ZMod n) :
    onAxis a ≤ 2 ∧ ∃ m, n + onAxis a = 2 * m ∧ symCount n k a = k ^ m := by
  constructor
  · unfold onAxis
    rw [Nat.card_eq_fintype_card, Fintype.card_subtype]
    obtain h | ⟨x, hx⟩ :=
      (univ.filter fun x : ZMod n => -x - a = x).eq_empty_or_nonempty
    · rw [h]
      simp
    · -- a second fixed site lies opposite the first
      refine (card_le_card (t := {x, x + ((n / 2 : ℕ) : ZMod n)})
        fun y hy => ?_).trans card_le_two
      simp only [mem_filter, mem_univ, true_and] at hx hy
      rw [mem_insert, mem_singleton]
      have h0 : -(y - x) = y - x := by linear_combination hy - hx
      rcases (ZMod.neg_eq_self_iff _).1 h0 with h | h
      · exact Or.inl (sub_eq_zero.1 h)
      · have hc := ZMod.natCast_zmod_val (y - x)
        rw [show (y - x).val = n / 2 by omega] at hc
        exact Or.inr (by linear_combination -hc)
  · have h := card_symmetric (fun i : ZMod n => -i - a)
      (fun i => by change -(-i - a) - a = i; ring) k
    rw [Nat.card_zmod] at h
    exact h
```

## The sum over reflections of an even ring

Let $n=2j$. Since $n+f_a$ is even and $f_a\le2$, either $f_a=0$ and $s_a=k^j$, or $f_a=2$ and $s_a=k^{j+1}$. Both cases satisfy

$$2s_a+f_a k^j=2k^j+f_a k^{j+1}.$$

A site $x$ is fixed by exactly one reflection, the one with $a=-x-x$, so $\sum_a f_a=n$. Summing the relation over $a$ gives

$$2F+nk^j=2nk^j+nk^{j+1},\qquad\text{hence}\qquad 2F=n(k+1)k^{n/2}.$$

This avoids counting the two kinds of axis separately. The proof calls the sum of fixed sites `hsum` and the relation for a single reflection `key`; `total` is the summed relation.

```lean
/-- For even `n ≥ 2`, twice the number of symmetric colourings, summed over all
reflections, is `n (k + 1) k ^ (n / 2)`. -/
theorem sum_symCount_even {n : ℕ} (k : ℕ) [NeZero n] (hn : Even n) :
    2 * ∑ a, symCount n k a = n * ((k + 1) * k ^ (n / 2)) := by
  obtain ⟨j, hj⟩ := hn
  -- every site is fixed by exactly one reflection
  have hsum : ∑ a : ZMod n, onAxis a = n := by
    have h1 : ∀ a : ZMod n, onAxis a = Nat.card {x : ZMod n // -x - x = a} := fun a =>
      Nat.card_congr (Equiv.subtypeEquivRight fun x =>
        ⟨fun h => by linear_combination h, fun h => by linear_combination h⟩)
    rw [sum_congr rfl fun a _ => h1 a, ← Nat.card_sigma,
      Nat.card_congr (Equiv.sigmaFiberEquiv fun x : ZMod n => -x - x), Nat.card_zmod]
  have key : ∀ a : ZMod n, 2 * symCount n k a + onAxis a * k ^ j =
      2 * k ^ j + onAxis a * k ^ (j + 1) := by
    intro a
    obtain ⟨hf, m, hm, hs⟩ := symCount_eq k a
    have h : onAxis a = 0 ∧ m = j ∨ onAxis a = 2 ∧ m = j + 1 := by omega
    rcases h with ⟨h, h'⟩ | ⟨h, h'⟩ <;> rw [hs, h, h'] <;> ring
  have total := sum_congr (rfl : (univ : Finset (ZMod n)) = univ) fun a _ => key a
  rw [sum_add_distrib, sum_add_distrib, ← mul_sum, ← sum_mul, ← sum_mul, ← sum_mul,
    hsum, sum_const, card_univ, ZMod.card, smul_eq_mul, pow_succ] at total
  rw [show n / 2 = j by omega]
  linarith
```

## The closed form for odd and even rings

For odd $n$, the number $f_a$ must be odd and at most two, so $f_a=1$. Then $m=(n+1)/2$ for every reflection, and

$$F=n\,k^{(n+1)/2}.$$

Inserting this into $2nB=nN+F$ and dividing by $n$ gives the odd case. For even $n$, inserting $F=\tfrac12 n(k+1)k^{n/2}$ and dividing by $n$ gives

$$2B-N=\tfrac12(k+1)k^{n/2}.$$

The theorem states both cases as implications, one from `Odd n` and one from `Even n`. The hypothesis `[NeZero n]` means $n\ge1$, so the formula also holds for one and two sites, where different elements of the dihedral group can move the sites in the same way. Any $k$ is allowed, including zero. The counts are converted to rational numbers, so the subtraction and the final division by two are the ordinary ones; the divisions in the exponents are between natural numbers and leave no remainder in their respective cases.

In the proof, `omega` settles the parity argument for odd $n$, and `sum_symCount_even` supplies $F$ for even $n$. In both cases `mul_left_cancel₀` removes the common factor $n$.

```lean
/-- For a ring of `n ≥ 1` sites and `k` substituent types, twice the number of colourings
modulo rotations and reflections, minus the number modulo rotations, is `k ^ ((n + 1) / 2)`
for odd `n` and `(k + 1) k ^ (n / 2) / 2` for even `n`. -/
theorem two_mul_dihedral_sub_rotation (n k : ℕ) [NeZero n] :
    (Odd n → 2 * (Nat.card (DihClass n k) : ℚ) - Nat.card (RotClass n k) =
      (k : ℚ) ^ ((n + 1) / 2)) ∧
    (Even n → 2 * (Nat.card (DihClass n k) : ℚ) - Nat.card (RotClass n k) =
      ((k : ℚ) + 1) * (k : ℚ) ^ (n / 2) / 2) := by
  have hn : (n : ℚ) ≠ 0 := Nat.cast_ne_zero.2 (NeZero.ne n)
  have hb := orbit_count n k
  constructor
  · rintro ⟨j, hj⟩
    -- by parity each reflection fixes exactly one site
    have hs : ∀ a : ZMod n, symCount n k a = k ^ ((n + 1) / 2) := by
      intro a
      obtain ⟨hf, m, hm, hs⟩ := symCount_eq k a
      rw [hs, show m = (n + 1) / 2 by omega]
    rw [sum_congr rfl fun a _ => hs a, sum_const, card_univ, ZMod.card,
      smul_eq_mul] at hb
    have hq : 2 * (n : ℚ) * Nat.card (DihClass n k) =
        n * Nat.card (RotClass n k) + n * (k : ℚ) ^ ((n + 1) / 2) := by exact_mod_cast hb
    apply mul_left_cancel₀ hn
    linear_combination hq
  · intro h
    have hF := sum_symCount_even k h
    generalize (∑ a, symCount n k a) = F at hb hF
    have hq : 2 * (n : ℚ) * Nat.card (DihClass n k) =
        n * Nat.card (RotClass n k) + F := by exact_mod_cast hb
    have hG : 2 * (F : ℚ) = n * (((k : ℚ) + 1) * (k : ℚ) ^ (n / 2)) := by
      exact_mod_cast hF
    apply mul_left_cancel₀ hn
    linear_combination hq + hG / 2

end RingIsomers
```

```lean
#print axioms RingIsomers.two_mul_dihedral_sub_rotation
```

```
'RingIsomers.two_mul_dihedral_sub_rotation' depends on axioms: [propext, Classical.choice, Quot.sound]
```
